# Quaternion kinematics with a pure angular velocity: constant norm and p′ = w × p

A rigid molecule tumbles with angular velocity \(w(t)\), and its orientation is stored as a quaternion \(q(t)\). A body vector \(v\), say from the centre of mass to an atom, points in space along \(p = q\,v\,q^*\), where \(q^*\) is the conjugate (`star q`). If \(q' = \tfrac12 w q\), does \(q\) keep its norm, and does the atom move as \(p' = w\times p\)? Both hold under the hypotheses below.

## The equation of motion, in the space-fixed frame

Vectors are functions `Fin 3 → ℝ`. `ofVec` turns one into a pure quaternion, with components 0, 1, 2 along \(i, j, k\), and `vec` reads the vector part back. `rotate q v` is the vector part of \(q v q^*\).

```lean
import Mathlib

open scoped Quaternion Matrix

namespace QuaternionKinematics

noncomputable section

/-- The pure quaternion whose vector part is the given vector of three-dimensional space. -/
def ofVec (u : Fin 3 → ℝ) : ℍ[ℝ] := ⟨0, u 0, u 1, u 2⟩

/-- The vector part of a quaternion. -/
def vec (a : ℍ[ℝ]) : Fin 3 → ℝ := ![a.imI, a.imJ, a.imK]

/-- The vector part of `q v star(q)`: the body vector `v` carried into space by the
quaternion `q`. -/
def rotate (q : ℍ[ℝ]) (v : Fin 3 → ℝ) : Fin 3 → ℝ := vec (q * ofVec v * star q)

/-- The kinematic equation `q' = (1/2) w q` for the orientation quaternion `q` of a body with
angular velocity `w`, given in the space-fixed frame. -/
def SolvesKinematics (w : ℝ → Fin 3 → ℝ) (q : ℝ → ℍ[ℝ]) : Prop :=
  ∀ t, HasDerivAt q ((1 / 2 : ℝ) • (ofVec (w t) * q t)) t
```

`SolvesKinematics w q` says that \(q\) has derivative \(\tfrac12 w q\) at every real time. The path \(q\) is given, not constructed, and no continuity of \(w\) is assumed separately; torques do not enter.

The factor \(w\) stands on the left because its components refer to space-fixed axes. Body-frame components belong in \(q' = \tfrac12 q w\). Mixing the two conventions is a treacherous error, since both equations conserve the norm and a norm check will not reveal it.

The next lemmas give components and conjugates, in particular \(w^* = -w\). `vec` and `star` are real-linear maps on a finite-dimensional space, hence continuous, so derivatives pass through them.

```lean
@[simp] lemma ofVec_re (u : Fin 3 → ℝ) : (ofVec u).re = 0 := rfl

@[simp] lemma ofVec_imI (u : Fin 3 → ℝ) : (ofVec u).imI = u 0 := rfl

@[simp] lemma ofVec_imJ (u : Fin 3 → ℝ) : (ofVec u).imJ = u 1 := rfl

@[simp] lemma ofVec_imK (u : Fin 3 → ℝ) : (ofVec u).imK = u 2 := rfl

lemma vec_ofVec (u : Fin 3 → ℝ) : vec (ofVec u) = u := by
  ext i
  fin_cases i <;> rfl

lemma star_ofVec (u : Fin 3 → ℝ) : star (ofVec u) = -ofVec u := by
  ext <;> simp

/-- Conjugation of a quaternion commutes with multiplication by a real number. -/
lemma star_real_smul (c : ℝ) (a : ℍ[ℝ]) : star (c • a) = c • star a := by
  ext <;> simp

/-- The vector part of a differentiable quaternion path is differentiable, and its derivative
is the vector part of the derivative. -/
lemma hasDerivAt_vec {f : ℝ → ℍ[ℝ]} {f' : ℍ[ℝ]} {t : ℝ} (h : HasDerivAt f f' t) :
    HasDerivAt (fun s => vec (f s)) (vec f') t := by
  let L : ℍ[ℝ] →ₗ[ℝ] (Fin 3 → ℝ) :=
    { toFun := vec
      map_add' := fun a b => by ext i; fin_cases i <;> simp [vec]
      map_smul' := fun c a => by ext i; fin_cases i <;> simp [vec] }
  exact L.toContinuousLinearMap.hasFDerivAt.comp_hasDerivAt t h

/-- The conjugate of a differentiable quaternion path is differentiable, and its derivative is
the conjugate of the derivative. -/
lemma hasDerivAt_star {f : ℝ → ℍ[ℝ]} {f' : ℍ[ℝ]} {t : ℝ} (h : HasDerivAt f f' t) :
    HasDerivAt (fun s => star (f s)) (star f') t := by
  let S : ℍ[ℝ] →ₗ[ℝ] ℍ[ℝ] :=
    { toFun := fun a => star a
      map_add' := fun a b => star_add a b
      map_smul' := fun c a => star_real_smul c a }
  exact S.toContinuousLinearMap.hasFDerivAt.comp_hasDerivAt t h
```

## The body vector is pure and fixed

Since \(v^*=-v\), we have \((q v q^*)^* = q v^* q^* = -q v q^*\), so the product has no scalar part and `rotate` discards nothing. Lean checks this by components.

```lean
/-- For a body vector `v`, the product `q v star(q)` is again a pure quaternion. -/
theorem ofVec_rotate (q : ℍ[ℝ]) (v : Fin 3 → ℝ) :
    ofVec (rotate q v) = q * ofVec v * star q := by
  ext <;> simp [rotate, vec]
  -- only the scalar part is left, and it cancels
  ring
```

A scalar part \(c\) in \(v\) would add the scalar \(c\|q\|^2\) to the product. If \(v\) varied in time, as in a vibrating molecule, \(p'\) would gain the term \(q v' q^*\).

## The angular velocity has no scalar part

This hypothesis sits in the type of `w`: a vector in \(\mathbb R^3\) has no scalar part to set. It matters twice. First, it gives \(w^*=-w\), which will turn \(p'\) into half the commutator of \(w\) and \(p\). Pure quaternions multiply as \(ab = -a\cdot b + a\times b\), so \(ab-ba = 2\,a\times b\).

```lean
/-- The commutator of two pure quaternions is twice the cross product of their vectors. -/
theorem commutator_eq_cross (a b : Fin 3 → ℝ) :
    ofVec a * ofVec b - ofVec b * ofVec a = (2 : ℝ) • ofVec (crossProduct a b) := by
  ext <;> simp [cross_apply] <;> ring
```

Second, for an arbitrary quaternion rate \(\Omega\) with \(q'=\tfrac12\Omega q\),
\[
\frac{d}{dt}\|q\|^2 = 2\,\mathrm{Re}(q' q^*) = \mathrm{Re}(\Omega q q^*) = \mathrm{Re}(\Omega)\,\|q\|^2 .
\]

```lean
/-- If `q' = (1/2) Ω q` with an arbitrary quaternion `Ω`, the squared norm of `q` changes at
the rate `Re(Ω) ‖q‖²`. -/
theorem hasDerivAt_norm_sq {q : ℝ → ℍ[ℝ]} {Ω : ℍ[ℝ]} {t : ℝ}
    (h : HasDerivAt q ((1 / 2 : ℝ) • (Ω * q t)) t) :
    HasDerivAt (fun s => ‖q s‖ ^ 2) (Ω.re * ‖q t‖ ^ 2) t := by
  have e : ‖q t‖ ^ 2 = Quaternion.normSq (q t) := by
    rw [Quaternion.normSq_eq_norm_mul_self, sq]
  refine h.norm_sq.congr_deriv ?_
  rw [e, Quaternion.inner_def, Quaternion.normSq_def']
  simp
  ring
```

A pure rate makes this zero. With \(\Omega = 1\) instead, \(q = e^{t/2}\) solves the equation, its norm grows, and \(p = e^{t}v\) stretches without turning.

## The equation holds at every time

A zero derivative at all times makes \(\|q\|^2\) constant, and norms are non-negative, so \(\|q\|\) is constant too.

```lean
/-- The norm of a quaternion path that solves the kinematic equation is the same at all
times. -/
theorem norm_conserved {w : ℝ → Fin 3 → ℝ} {q : ℝ → ℍ[ℝ]} (h : SolvesKinematics w q)
    (s t : ℝ) : ‖q s‖ = ‖q t‖ := by
  -- the angular velocity has no scalar part, so the rate of the squared norm vanishes
  have hd : ∀ r, HasDerivAt (fun x => ‖q x‖ ^ 2) 0 r := fun r =>
    (hasDerivAt_norm_sq (h r)).congr_deriv (by simp)
  have hc := is_const_of_deriv_eq_zero (fun r => (hd r).differentiableAt)
    (fun r => (hd r).deriv) s t
  exact (sq_eq_sq₀ (norm_nonneg _) (norm_nonneg _)).mp hc
```

One exceptional instant at which \(q\) jumps is enough to spoil this: for \(w=0\), let \(q=1\) before \(t=0\) and \(q=2\) from then on. If only \(w\) jumps, as in a hard collision, a nonzero \(q\) has a kink and `SolvesKinematics` fails at that instant, so the theorem does not apply across it; but \(q\) is continuous there, and its norm is still the same before and after.

The velocity of \(p\) at time \(t\) needs the equation only at \(t\). From \((q')^* = \tfrac12 q^* w^* = -\tfrac12 q^* w\),
\[
p' = q' v q^* + q v (q')^* = \tfrac12(wp - pw) = w\times p .
\]
In the proof, `hp` is the product rule, `key` collects the half commutator, and `commutator_eq_cross` finishes.

```lean
/-- If `q` solves the kinematic equation with angular velocity `w`, every fixed body vector `v`
is carried to a vector `p = q v star(q)` that obeys `p' = w × p`. -/
theorem rotate_hasDerivAt {w : ℝ → Fin 3 → ℝ} {q : ℝ → ℍ[ℝ]} (h : SolvesKinematics w q)
    (v : Fin 3 → ℝ) (t : ℝ) :
    HasDerivAt (fun s => rotate (q s) v) (crossProduct (w t) (rotate (q t) v)) t := by
  -- product rule for `q v star(q)`
  have hp := ((h t).mul_const (ofVec v)).fun_mul (hasDerivAt_star (h t))
  refine (hasDerivAt_vec hp).congr_deriv ?_
  -- the two terms combine to half the commutator of `w` and `p`
  have key : (1 / 2 : ℝ) • (ofVec (w t) * q t) * ofVec v * star (q t)
      + q t * ofVec v * star ((1 / 2 : ℝ) • (ofVec (w t) * q t))
      = (1 / 2 : ℝ) • (ofVec (w t) * ofVec (rotate (q t) v)
        - ofVec (rotate (q t) v) * ofVec (w t)) := by
    rw [ofVec_rotate]
    simp only [star_real_smul, star_mul, star_ofVec, smul_mul_assoc, mul_smul_comm,
      mul_neg, smul_add, smul_neg, sub_eq_add_neg, mul_assoc]
  rw [key, commutator_eq_cross, smul_smul]
  norm_num [vec_ofVec]
```

## Scalar products, and recovering w from a unit path

Nothing so far required \(\|q\|=1\). For pure quaternions \(a\cdot b = -\mathrm{Re}(ab)\), so by \(q^*q=\|q\|^2\) and cyclicity of the real part,
\[
(q u q^*)\cdot(q v q^*) = -\|q\|^2\,\mathrm{Re}(q u v q^*) = \|q\|^4\, u\cdot v .
\]
Lean expands components instead. With the norm conserved, all these scalar products are constant: the motion is rigid, with lengths scaled by the fixed factor \(\|q\|^2\).

```lean
/-- Carrying two body vectors into space with the same quaternion `q` multiplies their scalar
product by the fourth power of the norm of `q`. -/
theorem rotate_dotProduct (q : ℍ[ℝ]) (u v : Fin 3 → ℝ) :
    rotate q u ⬝ᵥ rotate q v = ‖q‖ ^ 4 * (u ⬝ᵥ v) := by
  have e : ‖q‖ ^ 4 = Quaternion.normSq q ^ 2 := by
    rw [Quaternion.normSq_eq_norm_mul_self]
    ring
  rw [e, Quaternion.normSq_def']
  simp [dotProduct, Fin.sum_univ_three, rotate, vec]
  ring

/-- Under the kinematic equation the scalar product of any two carried body vectors is the same
at all times. -/
theorem dotProduct_conserved {w : ℝ → Fin 3 → ℝ} {q : ℝ → ℍ[ℝ]} (h : SolvesKinematics w q)
    (u v : Fin 3 → ℝ) (s t : ℝ) :
    rotate (q s) u ⬝ᵥ rotate (q s) v = rotate (q t) u ⬝ᵥ rotate (q t) v := by
  rw [rotate_dotProduct, rotate_dotProduct, norm_conserved h s t]
```

Conversely, let a path have unit norm at all times and derivative \(q'\) at \(t\). If \(q'=\tfrac12 wq\), multiplying by \(q^*\) on the right gives \(w = 2q'q^*\). In the other direction, constancy of the norm gives \(\mathrm{Re}(q'q^*)=0\) (`hre`), so \(2q'q^*\) is pure, and \(q^*q=1\) returns \(q'=\tfrac12 wq\). Exactly one angular velocity therefore fits.

```lean
/-- A path of unit quaternions with derivative `q'` at time `t` satisfies the kinematic equation
there for exactly one angular velocity, the vector part of `2 q' star(q)`. -/
theorem angularVelocity_unique {q : ℝ → ℍ[ℝ]} {q' : ℍ[ℝ]} {t : ℝ}
    (hq : ∀ s, ‖q s‖ = 1) (h : HasDerivAt q q' t) (w : Fin 3 → ℝ) :
    q' = (1 / 2 : ℝ) • (ofVec w * q t) ↔ w = vec ((2 : ℝ) • (q' * star (q t))) := by
  have hn : Quaternion.normSq (q t) = 1 := by
    rw [Quaternion.normSq_eq_norm_mul_self, hq t, one_mul]
  have h1 : q t * star (q t) = 1 := by
    rw [Quaternion.self_mul_star, hn, Quaternion.coe_one]
  have h2 : star (q t) * q t = 1 := by
    rw [Quaternion.star_mul_self, hn, Quaternion.coe_one]
  constructor
  · intro e
    rw [e, smul_mul_assoc, mul_assoc, h1, mul_one, smul_smul]
    norm_num [vec_ofVec]
  · intro e
    -- constancy of the norm makes `q' star(q)` a pure quaternion
    have hre : (q' * star (q t)).re = 0 := by
      have hd := h.norm_sq
      have hf : (fun s => ‖q s‖ ^ 2) = fun _ => (1 : ℝ) := by
        funext s
        rw [hq s, one_pow]
      have h0 := HasDerivAt.unique hd (hf ▸ hasDerivAt_const t (1 : ℝ))
      rw [real_inner_comm, Quaternion.inner_def] at h0
      linarith
    have hv : ofVec w = (2 : ℝ) • (q' * star (q t)) := by
      rw [e]
      ext
      · rw [Quaternion.re_smul, hre, smul_zero]
        rfl
      · rfl
      · rfl
      · rfl
    rw [hv, smul_mul_assoc, mul_assoc, h2, mul_one, smul_smul]
    norm_num

end

end QuaternionKinematics
```

Unit norm at the instant \(t\) alone would not suffice: \(q=e^{t/2}\) has norm 1 at \(t=0\), but \(q'=\tfrac12\) there is not \(\tfrac12 wq\) for any pure \(w\).

For rigid-body molecular dynamics, `norm_conserved` means that the continuous-time equation itself causes no norm drift; a time-stepping scheme may still introduce one.

```lean
#print axioms QuaternionKinematics.ofVec_imK
#print axioms QuaternionKinematics.rotate_hasDerivAt
#print axioms QuaternionKinematics.dotProduct_conserved
#print axioms QuaternionKinematics.angularVelocity_unique
```

```
'QuaternionKinematics.ofVec_imK' depends on axioms: [propext, Classical.choice, Quot.sound]
'QuaternionKinematics.rotate_hasDerivAt' depends on axioms: [propext, Classical.choice, Quot.sound]
'QuaternionKinematics.dotProduct_conserved' depends on axioms: [propext, Classical.choice, Quot.sound]
'QuaternionKinematics.angularVelocity_unique' depends on axioms: [propext, Classical.choice, Quot.sound]
```
